# Butadiene's Coulson matrix is the unique four-electron minimum of the Hückel energy

Butadiene has four π electrons on a chain of four carbon atoms. Its usual structural formula puts double bonds at the two ends and a single bond in the middle, whereas the Hückel model spreads the electrons over the chain: the π bond order is \(2/\sqrt5\approx0.894\) for each outer bond and \(1/\sqrt5\approx0.447\) for the central one. Suppose you are handed these numbers as a matrix, without the orbitals behind them. How can you tell that they describe the ground state?

For non-interacting electrons with the same negative hopping energy on every bond, the Lean file below answers this by comparing the energy of the matrix with that of every real symmetric four-electron density matrix that puts between zero and two electrons in each orbital.

## The chain, its energy and the allowed densities

```lean
import Mathlib

open Matrix

namespace ButadieneDensity

noncomputable section
```

These lines load the mathematical library Mathlib and its matrix notation. In what follows, `*ᵥ` applies a matrix to a vector, `⬝ᵥ` is the dot product, and `•` multiplies by a number.

```lean
/-- Adjacency matrix of the four-site carbon chain. -/
def chain : Matrix (Fin 4) (Fin 4) ℝ :=
  !![0, 1, 0, 0; 1, 0, 1, 0; 0, 1, 0, 1; 0, 0, 1, 0]
```

This is the adjacency matrix \(A\): entry 1 for bonded neighbours, 0 otherwise. `Fin 4` labels the sites 0, 1, 2, 3, and the text does the same, so chemists' carbon 1 is site 0.

```lean
/-- The Coulson matrix of butadiene: charges on the diagonal, bond orders off it. -/
def density : Matrix (Fin 4) (Fin 4) ℝ :=
  !![1, 2 / √5, 0, -1 / √5; 2 / √5, 1, 1 / √5, 0;
     0, 1 / √5, 1, 2 / √5; -1 / √5, 0, 2 / √5, 1]
```

This is the Coulson matrix \(P\). Its diagonal holds the π charges, all equal to 1. The other entries are \(P_{01}=P_{23}=2/\sqrt5\), \(P_{12}=1/\sqrt5\), \(P_{03}=-1/\sqrt5\) and \(P_{02}=P_{13}=0\), with their mirror images across the diagonal.

```lean
/-- The Hückel Hamiltonian with site energy `α` and hopping `β`. -/
def hamiltonian (α β : ℝ) : Matrix (Fin 4) (Fin 4) ℝ := α • 1 + β • chain
```

The Hamiltonian is \(H=\alpha\mathbf 1+\beta A\). Here \(\alpha\) is the energy of a carbon 2p orbital and \(\beta\) the coupling between neighbours, the same for all three bonds. The basis is orthonormal. The final theorem takes \(\beta<0\), which means that in-phase neighbours lower the energy.

```lean
/-- A real symmetric one-electron density matrix in which every orbital holds
between zero and two electrons. -/
def Admissible {n : Type*} [Fintype n] (Q : Matrix n n ℝ) : Prop :=
  Q.IsSymm ∧ ∀ x : n → ℝ, 0 ≤ x ⬝ᵥ Q *ᵥ x ∧ x ⬝ᵥ Q *ᵥ x ≤ 2 * (x ⬝ᵥ x)
```

A matrix \(Q\) is `Admissible` if it is symmetric and, for every real vector \(x\),
\[
0\le x^{T}Qx\le 2\,x^{T}x .
\]
For a normalised orbital \(x\), the number \(x^{T}Qx\) is its occupation summed over spin, so the upper bound is the Pauli principle. Fractional occupations are allowed, and the electron number is not yet fixed.

```lean
/-- An unnormalised orbital on the first three sites, with amplitude `s` on the second. -/
def leftVec (s : ℝ) : Fin 4 → ℝ := ![2, s, 1, 0]
```

This is the vector \(L(s)=(2,s,1,0)\). At \(s=\sqrt5\) its squared length is \(4+5+1=10\), so the normalised orbital is \(L(\sqrt5)/\sqrt{10}\). The choice comes from \(P\) itself, whose column 1 is \(L(\sqrt5)/\sqrt5\).

```lean
/-- The mirror image of `leftVec s`, on the last three sites. -/
def rightVec (s : ℝ) : Fin 4 → ℝ := ![0, 1, s, 2]
```

The mirror image is \(R(s)=(0,1,s,2)\), also of squared length 10 at \(s=\sqrt5\). Column 2 of \(P\) is \(R(\sqrt5)/\sqrt5\).

## Algebra of the bond orders

```lean
/-- All bond orders of butadiene are multiples of one number `c` with `√5 = 5 c`. -/
theorem density_param : ∃ c : ℝ, √5 = 5 * c ∧ c * c = 1 / 5 ∧
    density = !![1, 2 * c, 0, -c; 2 * c, 1, c, 0; 0, c, 1, 2 * c; -c, 0, 2 * c, 1] := by
  have h : √5 * √5 = (5 : ℝ) := Real.mul_self_sqrt (by norm_num)
  have hs : √5 ≠ (0 : ℝ) := by positivity
  refine ⟨(√5)⁻¹, ?_, ?_, ?_⟩
  · rw [eq_mul_inv_iff_mul_eq₀ hs]
    exact h
  · rw [← mul_inv, h]
    norm_num
  · simp only [density, div_eq_mul_inv, neg_mul, one_mul]
```

With \(c=1/\sqrt5\) we have \(\sqrt5=5c\) and \(c^2=1/5\), and \(P\) contains only 0, 1 and multiples of \(c\). The entrywise checks in the next theorem then need no square roots.

```lean
/-- The density matrix satisfies `P² = 2P` and commutes with the chain adjacency matrix. -/
theorem density_sq_and_commute :
    density * density = (2 : ℝ) • density ∧ density * chain = chain * density := by
  obtain ⟨c, -, hc, hP⟩ := density_param
  rw [hP]
  constructor
  · ext i j
    fin_cases i <;> fin_cases j <;>
      simp [Matrix.mul_apply, Fin.sum_univ_four] <;> linarith [hc]
  · ext i j
    fin_cases i <;> fin_cases j <;>
      simp [chain, Matrix.mul_apply, Fin.sum_univ_four] <;> linarith [hc]
```

The theorem states \(P^2=2P\) and \(PA=AP\). By hand, the first two rows of \(P\) are \((1,2c,0,-c)\) and \((2c,1,c,0)\). Their products with the columns give
\[
\begin{aligned}
(P^2)_{00}&=1+4c^2+c^2=2, & (P^2)_{01}&=2c+2c=4c,\\
(P^2)_{02}&=2c^2-2c^2=0, & (P^2)_{03}&=-c-c=-2c,\\
(P^2)_{11}&=4c^2+1+c^2=2, & (P^2)_{12}&=c+c=2c,\\
(P^2)_{13}&=-2c^2+2c^2=0.
\end{aligned}
\]
Each is twice the entry of \(P\), and symmetry and reflection of the chain supply the rest. For the second claim,
\[
PA=\begin{pmatrix}2c&1&c&0\\1&3c&1&c\\c&1&3c&1\\0&c&1&2c\end{pmatrix}.
\]
This is symmetric, so \(PA=(PA)^T=AP\). Lean goes through all sixteen entries with `fin_cases`, expands the sums with `simp`, and finishes with `linarith` and \(c^2=1/5\).

```lean
/-- The bond orders of butadiene, each bond counted twice, add up to `2√5`. -/
theorem trace_density_chain : (density * chain).trace = 2 * √5 := by
  obtain ⟨c, hs, -, hP⟩ := density_param
  rw [hP, hs]
  simp [chain, Matrix.trace, Fin.sum_univ_four]
  ring
```

The diagonal above sums to \(10c=2\sqrt5\), which is \(\operatorname{tr}(PA)\). Each bond is counted twice, once in each direction.

The equations \(P^2=2P\) and \(PA=AP\) do not by themselves single out the ground state: \(2\cdot\mathbf 1-P\), which fills the two antibonding orbitals, satisfies both and has the same trace as \(P\). The energy tells the two apart.

## Occupations between zero and two

```lean
/-- A real symmetric matrix with `Q² = 2Q` obeys the occupation bounds, for any number
of sites. -/
theorem admissible_of_sq {n : Type*} [Fintype n] {Q : Matrix n n ℝ}
    (hs : Q.IsSymm) (h : Q * Q = (2 : ℝ) • Q) : Admissible Q := by
  refine ⟨hs, fun x => ?_⟩
  have hn : ∀ y : n → ℝ, 0 ≤ y ⬝ᵥ y :=
    fun y => Finset.sum_nonneg fun i _ => mul_self_nonneg (y i)
  have h1 : (Q *ᵥ x) ⬝ᵥ (Q *ᵥ x) = 2 * (x ⬝ᵥ Q *ᵥ x) := by
    rw [Matrix.dotProduct_mulVec (Q *ᵥ x) Q x, ← Matrix.mulVec_transpose, hs.eq,
      Matrix.mulVec_mulVec, h, Matrix.smul_mulVec, smul_dotProduct, smul_eq_mul,
      dotProduct_comm]
  have h2 := hn (Q *ᵥ x)
  -- the squared length of `2x - Qx` gives the upper bound
  have h3 := hn ((2 : ℝ) • x - Q *ᵥ x)
  simp only [sub_dotProduct, dotProduct_sub, smul_dotProduct, dotProduct_smul,
    smul_eq_mul] at h3
  have h4 := dotProduct_comm (Q *ᵥ x) x
  constructor <;> linarith
```

For any finite number of sites, a symmetric \(Q\) with \(Q^2=2Q\) is admissible. Two squared lengths show it:
\[
0\le|Qx|^2=x^TQ^2x=2\,x^TQx,
\]
\[
0\le|2x-Qx|^2=4x^Tx-4x^TQx+2x^TQx=4x^Tx-2x^TQx .
\]
The first gives the lower bound and the second the upper. In the proof, `h1` is the identity for \(|Qx|^2\), while `h2` and `h3` are the two inequalities.

```lean
/-- The butadiene density matrix obeys the occupation bounds and holds four electrons. -/
theorem density_admissible : Admissible density ∧ density.trace = 4 := by
  constructor
  · refine admissible_of_sq ?_ density_sq_and_commute.1
    ext i j
    fin_cases i <;> fin_cases j <;> rfl
  · have hd : ∀ i, density i i = 1 := fun i => by
      fin_cases i <;> rfl
    rw [Matrix.trace, Fin.sum_univ_four]
    simp only [Matrix.diag_apply, hd]
    norm_num
```

Since \(P\) is symmetric and \(P^2=2P\), it is admissible. Its trace is \(1+1+1+1=4\), the number of π electrons.

## Why the bond-order sum, each bond counted twice, stops at \(2\sqrt5\)

```lean
/-- For any matrix `Q`, `4 * s` times the trace of `Q * chain` is the sum of `x ⬝ᵥ Q *ᵥ x` over `x =
leftVec s` and `x = rightVec s`, minus the same sum with `-s` in place of `s`. -/
theorem trace_expansion (Q : Matrix (Fin 4) (Fin 4) ℝ) (s : ℝ) :
    4 * s * (Q * chain).trace =
      leftVec s ⬝ᵥ Q *ᵥ leftVec s + rightVec s ⬝ᵥ Q *ᵥ rightVec s
      - leftVec (-s) ⬝ᵥ Q *ᵥ leftVec (-s) - rightVec (-s) ⬝ᵥ Q *ᵥ rightVec (-s) := by
  simp [chain, leftVec, rightVec, Matrix.trace, Matrix.mul_apply, Matrix.mulVec,
    dotProduct, Fin.sum_univ_four]
  ring
```

For any \(4\times4\) matrix \(Q\), symmetric or not, and any \(s\),
\[
\begin{aligned}
4s\operatorname{tr}(QA)={}&L(s)^TQL(s)+R(s)^TQR(s)\\
&-L(-s)^TQL(-s)-R(-s)^TQR(-s).
\end{aligned}
\]
In each difference only the terms odd in \(s\) survive. The \(L\) pair gives \(2s[2(Q_{01}+Q_{10})+Q_{12}+Q_{21}]\), and the \(R\) pair gives \(2s[Q_{12}+Q_{21}+2(Q_{23}+Q_{32})]\). Together they count every bond with weight \(4s\). Lean writes out the sums and compares them with `ring`.

```lean
/-- If a symmetric matrix has no negative expectation value, a vector with expectation
value zero is annihilated by it. -/
theorem mulVec_eq_zero {n : Type*} [Fintype n] {B : Matrix n n ℝ} (hB : B.IsSymm)
    (hpos : ∀ x : n → ℝ, 0 ≤ x ⬝ᵥ B *ᵥ x) {v : n → ℝ} (hv : v ⬝ᵥ B *ᵥ v = 0) :
    B *ᵥ v = 0 := by
  have hsym : v ⬝ᵥ B *ᵥ (B *ᵥ v) = (B *ᵥ v) ⬝ᵥ (B *ᵥ v) := by
    rw [Matrix.dotProduct_mulVec v B (B *ᵥ v), ← Matrix.mulVec_transpose, hB.eq]
  -- positivity along the line `Bv - t v`
  have key : ∀ t : ℝ, 0 ≤ (B *ᵥ v) ⬝ᵥ B *ᵥ (B *ᵥ v)
      - 2 * t * ((B *ᵥ v) ⬝ᵥ (B *ᵥ v)) := by
    intro t
    have h := hpos (B *ᵥ v - t • v)
    simp only [Matrix.mulVec_sub, Matrix.mulVec_smul, sub_dotProduct, dotProduct_sub,
      smul_dotProduct, dotProduct_smul, smul_eq_mul, hsym, hv] at h
    linarith
  rw [← dotProduct_self_eq_zero]
  by_contra hne
  have k := key (((B *ᵥ v) ⬝ᵥ B *ᵥ (B *ᵥ v) + 1) / (2 * ((B *ᵥ v) ⬝ᵥ (B *ᵥ v))))
  generalize (B *ᵥ v) ⬝ᵥ B *ᵥ (B *ᵥ v) = a at k
  generalize (B *ᵥ v) ⬝ᵥ (B *ᵥ v) = d at k hne
  have e : 2 * ((a + 1) / (2 * d)) * d = a + 1 := by field_simp
  linarith
```

Let \(B\) be symmetric with \(x^TBx\ge0\) for all \(x\), and let \(v^TBv=0\). Put \(w=Bv\). For every real \(t\),
\[
0\le(w-tv)^TB(w-tv)=w^TBw-2t\,|w|^2 .
\]
If \(|w|\) were not zero, a large \(t\) would make the right side negative, so \(Bv=0\). Lean takes \(t=(w^TBw+1)/(2|w|^2)\), for which the right side is \(-1\).

```lean
/-- No admissible density matrix has a bond-order sum, each bond counted twice, above `2√5`, and the
butadiene density matrix is the only admissible one that reaches it. -/
theorem trace_le_and_eq_iff {Q : Matrix (Fin 4) (Fin 4) ℝ} (hQ : Admissible Q) :
    (Q * chain).trace ≤ 2 * √5 ∧ ((Q * chain).trace = 2 * √5 ↔ Q = density) := by
  have h5 : √5 * √5 = (5 : ℝ) := Real.mul_self_sqrt (by norm_num)
  have hpos : (0 : ℝ) < 4 * √5 := by positivity
  have nL : leftVec √5 ⬝ᵥ leftVec √5 = 10 := by
    simp only [leftVec, dotProduct, Fin.sum_univ_four]
    simp
    norm_num
  have nR : rightVec √5 ⬝ᵥ rightVec √5 = 10 := by
    simp only [rightVec, dotProduct, Fin.sum_univ_four]
    simp
    norm_num
  have hx := trace_expansion Q √5
  have b1 := (hQ.2 (leftVec √5)).2
  have b2 := (hQ.2 (rightVec √5)).2
  have b3 := (hQ.2 (leftVec (-√5))).1
  have b4 := (hQ.2 (rightVec (-√5))).1
  refine ⟨le_of_mul_le_mul_left (by linarith) hpos, fun hT => ?_, fun h => ?_⟩
  · rw [hT] at hx
    -- equality saturates all four occupation bounds
    have z3 := mulVec_eq_zero hQ.1 (fun x => (hQ.2 x).1)
      (v := leftVec (-√5)) (by linarith)
    have z4 := mulVec_eq_zero hQ.1 (fun x => (hQ.2 x).1)
      (v := rightVec (-√5)) (by linarith)
    have hq : ∀ x : Fin 4 → ℝ, x ⬝ᵥ ((2 : ℝ) • 1 - Q) *ᵥ x
        = 2 * (x ⬝ᵥ x) - x ⬝ᵥ Q *ᵥ x := fun x => by
      rw [Matrix.sub_mulVec, Matrix.smul_mulVec, Matrix.one_mulVec, dotProduct_sub,
        dotProduct_smul, smul_eq_mul]
    have hS : ((2 : ℝ) • (1 : Matrix (Fin 4) (Fin 4) ℝ) - Q).IsSymm := by
      simp [Matrix.IsSymm, hQ.1.eq]
    have hS' : ∀ x : Fin 4 → ℝ, 0 ≤ x ⬝ᵥ ((2 : ℝ) • 1 - Q) *ᵥ x := fun x => by
      rw [hq]
      linarith [(hQ.2 x).2]
    have z1 := mulVec_eq_zero hS hS' (v := leftVec √5) (by rw [hq]; linarith)
    have z2 := mulVec_eq_zero hS hS' (v := rightVec √5) (by rw [hq]; linarith)
    rw [Matrix.sub_mulVec, Matrix.smul_mulVec, Matrix.one_mulVec, sub_eq_zero] at z1 z2
    have eL : ∀ t i, (Q *ᵥ leftVec t) i = Q i 0 * 2 + Q i 1 * t + Q i 2 := fun t i => by
      simp [Matrix.mulVec, dotProduct, Fin.sum_univ_four, leftVec]
    have eR : ∀ t i, (Q *ᵥ rightVec t) i = Q i 1 + Q i 2 * t + Q i 3 * 2 := fun t i => by
      simp [Matrix.mulVec, dotProduct, Fin.sum_univ_four, rightVec]
    obtain ⟨c, hs, hc, hP⟩ := density_param
    have hcs : c * √5 = 1 := by rw [hs]; linarith
    -- the four vector equations determine each row of `Q`
    have row : ∀ i, Q i 1 = c * leftVec √5 i ∧ Q i 2 = c * rightVec √5 i ∧
        Q i 0 = (leftVec √5 i - c * rightVec √5 i) / 2 ∧
        Q i 3 = (rightVec √5 i - c * leftVec √5 i) / 2 := by
      intro i
      have a1 := congrFun z1 i
      have a2 := congrFun z2 i
      have a3 := congrFun z3 i
      have a4 := congrFun z4 i
      rw [eL] at a1 a3
      rw [eR] at a2 a4
      simp only [Pi.smul_apply, smul_eq_mul, Pi.zero_apply] at a1 a2 a3 a4
      have q1 : Q i 1 = c * leftVec √5 i := by
        linear_combination (-Q i 1) * hcs - c / 2 * a1 - c / 2 * a3
      have q2 : Q i 2 = c * rightVec √5 i := by
        linear_combination (-Q i 2) * hcs - c / 2 * a2 - c / 2 * a4
      exact ⟨q1, q2, by linarith, by linarith⟩
    rw [hP]
    ext i j
    obtain ⟨r1, r2, r0, r3⟩ := row i
    fin_cases j
    · refine r0.trans ?_
      fin_cases i <;> simp [leftVec, rightVec] <;> linarith
    · refine r1.trans ?_
      fin_cases i <;> simp [leftVec] <;> linarith
    · refine r2.trans ?_
      fin_cases i <;> simp [rightVec] <;> linarith
    · refine r3.trans ?_
      fin_cases i <;> simp [leftVec, rightVec] <;> linarith
  · rw [h]
    exact trace_density_chain
```

Every admissible \(Q\) satisfies \(\operatorname{tr}(QA)\le2\sqrt5\), with equality exactly when \(Q=P\). No electron number is assumed.

For the bound, set \(s=\sqrt5\) in the expansion. The two positive terms are at most \(2\cdot10\) each, and the two subtracted terms are at least 0. Hence \(4\sqrt5\operatorname{tr}(QA)\le40\), which is the claim. The four occupation bounds are `b1` to `b4`.

If equality holds, all four bounds are saturated. The preceding lemma, applied to \(Q\), gives \(QL(-\sqrt5)=QR(-\sqrt5)=0\). Applied to \(2\cdot\mathbf 1-Q\), it gives \(QL=2L\) and \(QR=2R\), where \(L=L(\sqrt5)\) and \(R=R(\sqrt5)\). Row \(i\) of the two equations for \(L(\pm\sqrt5)\) reads
\[
2Q_{i0}+\sqrt5\,Q_{i1}+Q_{i2}=2L_i,\qquad 2Q_{i0}-\sqrt5\,Q_{i1}+Q_{i2}=0 .
\]
Subtracting gives \(Q_{i1}=cL_i\), and the mirror equations give \(Q_{i2}=cR_i\). Adding then gives
\[
Q_{i0}=\tfrac12(L_i-cR_i),\qquad Q_{i3}=\tfrac12(R_i-cL_i).
\]
Inserting \(L=(2,\sqrt5,1,0)\) and \(R=(0,1,\sqrt5,2)\) reproduces \(P\); column 0, for example, becomes \((1,2c,0,-c)\). In Lean, `z1` to `z4` are the vector equations and `row` is their solution. The converse is the trace already computed.

## The energy minimum

```lean
/-- For `β < 0` the four-electron Hückel energy of the chain is at least `4α + 2√5 β`, and the
butadiene density matrix is the only admissible four-electron matrix with this energy. -/
theorem ground_state {Q : Matrix (Fin 4) (Fin 4) ℝ} (hQ : Admissible Q)
    (hN : Q.trace = 4) (α : ℝ) {β : ℝ} (hβ : β < 0) :
    4 * α + 2 * √5 * β ≤ (Q * hamiltonian α β).trace ∧
      ((Q * hamiltonian α β).trace = 4 * α + 2 * √5 * β ↔ Q = density) := by
  obtain ⟨hle, hiff⟩ := trace_le_and_eq_iff hQ
  have hE : (Q * hamiltonian α β).trace = α * 4 + β * (Q * chain).trace := by
    rw [hamiltonian, Matrix.mul_add, Matrix.mul_smul, Matrix.mul_smul, Matrix.mul_one,
      Matrix.trace_add, Matrix.trace_smul, Matrix.trace_smul, hN, smul_eq_mul, smul_eq_mul]
  rw [hE, ← hiff]
  refine ⟨by linarith [mul_le_mul_of_nonpos_left hle hβ.le], fun h => ?_, fun h => ?_⟩
  · exact mul_left_cancel₀ hβ.ne (by linarith)
  · rw [h]
    ring

end

end ButadieneDensity
```

Now fix \(\operatorname{tr}Q=4\). By linearity of the trace,
\[
\operatorname{tr}(QH)=4\alpha+\beta\operatorname{tr}(QA)\ge4\alpha+2\sqrt5\,\beta ,
\]
because multiplying the bound by \(\beta<0\) reverses it. Since \(\beta\ne0\), equality in the energy means equality in the bond-order sum, hence \(Q=P\). As \(P\) is itself admissible with trace 4, the minimum is attained. Electron repulsion, unequal bond lengths and overlap between neighbouring orbitals are absent from this model.

## The same matrix in a program

A Hückel code diagonalises \(H\), collects the two lowest normalised eigenvectors as the columns of a matrix \(C\), and forms \(P=2CC^T\). The energy is then `trace(P @ H)` in NumPy notation. For this four-site, non-interacting chain the exact entries of \(P\) make a good test case: the norms of \(P^2-2P\) and \(PH-HP\) should vanish to rounding error, and, for \(\beta<0\), the energy should equal \(4\alpha+2\sqrt5\,\beta\). If \(C\) holds normalised eigenvectors for two different eigenvalues, but not the two lowest, both norms still vanish, while the energy comes out too high.

Many self-consistent-field programs monitor a similar commutator, with the Fock matrix in place of \(H\) and the overlap matrix included when the basis is not orthonormal.

```lean
#print axioms ButadieneDensity.density_admissible
#print axioms ButadieneDensity.ground_state
```

```
'ButadieneDensity.density_admissible' depends on axioms: [propext, Classical.choice, Quot.sound]
'ButadieneDensity.ground_state' depends on axioms: [propext, Classical.choice, Quot.sound]
```
